# The quantum metric of a normalised state in an $n$-dimensional state space has rank at most $2n-2$

The quantum metric measures how fast a state changes, apart from its phase and length, when external parameters such as the components of a crystal momentum are varied; to bound its rank at one parameter point, the derivatives of the state are modelled here as arbitrary vectors $d_a$, with no differentiable family behind them. The state is a unit vector $u$ in a complex inner-product space of dimension $n$, there are $p$ real parameters labelled by $a$, and the metric is the real $p\times p$ matrix

$$g_{ab}=\mathrm{Re}\big(\langle d_a,d_b\rangle-\langle d_a,u\rangle\langle u,d_b\rangle\big).$$

Its rank never exceeds $2n-2$, however large $p$ is. For a two-band model, whose states are vectors in $\mathbb C^2$, the bound is 2, so a metric with three or more parameters is singular.

The application to a physical system needs one step that the hypotheses leave to the reader: that $d_a=\partial_a u$ for a normalised state depending differentiably on its parameters. For a Bloch band, this requires a differentiable choice of $u$ near the point considered, which is available where the band is isolated and the Hamiltonian is smooth.

## States, parameters and scalars

The type `E` is the state space, and the finite type `ι` labels the parameters, so $p$ is `Fintype.card ι`. Finite dimension is assumed only in the results that need it.

```lean
import Mathlib

open Module Matrix

namespace QuantumMetricRank

noncomputable section

variable {E : Type*} [NormedAddCommGroup E] [InnerProductSpace ℂ E]
variable {ι : Type*} [Fintype ι]
```

## Removing the change along the state

A change $x$ of the state splits into a part along $u$ and a remainder,

$$h(x)=x-\langle u,x\rangle u .$$

Since $\langle u,u\rangle=1$, we have $\langle u,h(x)\rangle=\langle u,x\rangle-\langle u,x\rangle=0$. The remainder is called the horizontal part.

```lean
/-- The horizontal part `x - ⟨u,x⟩ u` of a state change `x` at the state `u`. -/
def horizontal (u x : E) : E := x - (inner ℂ u x : ℂ) • u
```

The expression `inner ℂ u x` is $\langle u,x\rangle$, conjugate-linear in the first slot, as in Dirac notation.

The metric is defined by the formula displayed at the start. It is the real part of the quantum geometric tensor, without the factor 4 that the quantum Fisher information of a pure state carries.

```lean
/-- The quantum metric `Re (⟨d_a,d_b⟩ - ⟨d_a,u⟩⟨u,d_b⟩)` of a state `u` with
parameter derivatives `d_a`. -/
def quantumMetric (u : E) (d : ι → E) : Matrix ι ι ℝ :=
  Matrix.of fun a b =>
    ((inner ℂ (d a) (d b) : ℂ) - inner ℂ (d a) u * inner ℂ u (d b)).re
```

The definition accepts any `u`. Normalisation enters the theorems as the hypothesis `hu : ‖u‖ = 1`, which is used in the form $\langle u,u\rangle=\|u\|^2=1$.

```lean
/-- A unit vector has inner product one with itself. -/
theorem inner_self_unit {u : E} (hu : ‖u‖ = 1) : (inner ℂ u u : ℂ) = 1 := by
  rw [inner_self_eq_norm_sq_to_K, hu]
  simp
```

## The metric as a matrix of overlaps

Write $h_a=h(d_a)$. Expanding the overlap of two horizontal parts gives

$$\langle h_a,h_b\rangle=\langle d_a,d_b\rangle-\langle u,d_b\rangle\langle d_a,u\rangle-\langle d_a,u\rangle\langle u,d_b\rangle+\langle d_a,u\rangle\langle u,d_b\rangle\langle u,u\rangle .$$

With $\langle u,u\rangle=1$ the last term cancels one of the two before it. Taking real parts leaves $g_{ab}=\mathrm{Re}\langle h_a,h_b\rangle$.

```lean
omit [Fintype ι] in
/-- For a normalised state, the quantum metric is the matrix of real parts of the overlaps
between the horizontal parts of the derivatives. -/
theorem quantumMetric_eq_gram {u : E} (hu : ‖u‖ = 1) (d : ι → E) (a b : ι) :
    quantumMetric u d a b
      = (inner ℂ (horizontal u (d a)) (horizontal u (d b)) : ℂ).re := by
  simp only [quantumMetric, Matrix.of_apply, horizontal, inner_sub_left, inner_sub_right,
    inner_smul_left, inner_smul_right, inner_conj_symm, inner_self_unit hu]
  congr 1
  ring
```

The `simp only` call performs the expansion and inserts the normalisation; `ring` does the cancellation.

## Null vectors of the metric

Let $v$ be a real vector of parameter changes and put $w=\sum_b v_b h_b$. Because the $v_b$ are real, they pass through the real part:

$$(gv)_a=\sum_b \mathrm{Re}\langle h_a,h_b\rangle\,v_b=\mathrm{Re}\langle h_a,w\rangle .$$

If $gv=0$, then

$$\|w\|^2=\mathrm{Re}\langle w,w\rangle=\sum_a v_a\,\mathrm{Re}\langle h_a,w\rangle=\sum_a v_a (gv)_a=0,$$

so $w=0$. Conversely, $w=0$ makes every $(gv)_a$ vanish.

```lean
/-- For a normalised state, a real parameter direction `v` is a null vector of the metric exactly
when the horizontal parts of the derivatives, weighted by `v`, sum to zero. -/
theorem mulVec_eq_zero_iff {u : E} (hu : ‖u‖ = 1) (d : ι → E) (v : ι → ℝ) :
    quantumMetric u d *ᵥ v = 0 ↔ ∑ a, (v a : ℂ) • horizontal u (d a) = 0 := by
  have key : ∀ a, (quantumMetric u d *ᵥ v) a
      = (inner ℂ (horizontal u (d a)) (∑ b, (v b : ℂ) • horizontal u (d b)) : ℂ).re := by
    intro a
    simp only [Matrix.mulVec, dotProduct, quantumMetric_eq_gram hu, inner_sum,
      inner_smul_right, Complex.re_sum, Complex.re_ofReal_mul]
    exact Finset.sum_congr rfl fun b _ => mul_comm _ _
  have left : ∀ y : E, (inner ℂ (∑ a, (v a : ℂ) • horizontal u (d a)) y : ℂ).re
      = ∑ a, v a * (inner ℂ (horizontal u (d a)) y : ℂ).re := by
    intro y
    simp only [sum_inner, inner_smul_left, Complex.conj_ofReal, Complex.re_sum,
      Complex.re_ofReal_mul]
  constructor
  · intro h
    -- the squared length of the weighted sum is the quadratic form of the metric
    have h0 := (left (∑ a, (v a : ℂ) • horizontal u (d a))).trans
      (Finset.sum_eq_zero fun a _ => by rw [← key a, h]; simp)
    have h1 : (inner ℂ (∑ a, (v a : ℂ) • horizontal u (d a))
        (∑ a, (v a : ℂ) • horizontal u (d a)) : ℂ).re
        = ‖∑ a, (v a : ℂ) • horizontal u (d a)‖ ^ 2 :=
      inner_self_eq_norm_sq (𝕜 := ℂ) _
    rw [h1] at h0
    exact norm_eq_zero.1 (pow_eq_zero_iff (two_ne_zero) |>.1 h0)
  · intro h
    funext a
    rw [key a, h]
    simp
```

The product $gv$ is written `quantumMetric u d *ᵥ v`. The auxiliary statement `key` is the formula for $(gv)_a$, and `left` expands the first slot of the inner product. Together they give `h0`, which says that $\mathrm{Re}\langle w,w\rangle=0$; `h1` identifies this number with $\|w\|^2$.

The condition $w=0$ can be stated without horizontal parts. The map $h$ is linear, so $w=h(x)$ with $x=\sum_a v_a d_a$. If $h(x)=0$, then $x=\langle u,x\rangle u$. If $x=cu$ for a complex number $c$, then $h(x)=cu-c\langle u,u\rangle u=0$. Hence $v$ is a null vector exactly when the derivative of the state along $v$ is a complex multiple of the state.

```lean
/-- For a normalised state, a real parameter direction is a null vector of the metric exactly when
the derivative of the state along it is a complex multiple of the state. -/
theorem null_direction_iff {u : E} (hu : ‖u‖ = 1) (d : ι → E) (v : ι → ℝ) :
    quantumMetric u d *ᵥ v = 0 ↔ ∃ c : ℂ, ∑ a, (v a : ℂ) • d a = c • u := by
  have lin : ∑ a, (v a : ℂ) • horizontal u (d a)
      = horizontal u (∑ a, (v a : ℂ) • d a) := by
    simp only [horizontal, smul_sub, Finset.sum_sub_distrib, smul_smul, ← Finset.sum_smul,
      inner_sum, inner_smul_right]
  rw [mulVec_eq_zero_iff hu, lin]
  constructor
  · intro h
    exact ⟨_, sub_eq_zero.1 h⟩
  · rintro ⟨c, hc⟩
    rw [hc, horizontal, inner_smul_right, inner_self_unit hu, mul_one, sub_self]
```

The statement `lin` is the linearity of $h$, and the two bullets are the two implications. For a differentiable family of normalised states, differentiating $\langle u,u\rangle=1$ makes $c$ purely imaginary, so to first order the state changes only its phase along a null direction.

## The rank counts independent horizontal parts

Consider the real-linear map $L:\mathbb R^p\to E$, $L(v)=\sum_a v_a h_a$. The criterion $w=0$ for null vectors says that $\ker g=\ker L$. Applying rank–nullity to both maps gives

$$\mathrm{rank}\,g=p-\dim\ker g=p-\dim\ker L=\dim_{\mathbb R}\mathrm{span}_{\mathbb R}\{h_a\}.$$

The span uses real coefficients, since parameter changes are real. Two horizontal parts $h_1\neq 0$ and $h_2=ih_1$ therefore count as independent.

```lean
/-- For a normalised state, the rank of the quantum metric is the number of real-linearly
independent horizontal parts among the derivatives. -/
theorem rank_eq_finrank_span {u : E} (hu : ‖u‖ = 1) (d : ι → E) :
    (quantumMetric u d).rank
      = finrank ℝ (Submodule.span ℝ (Set.range fun a => horizontal u (d a))) := by
  have hker : LinearMap.ker (quantumMetric u d).mulVecLin
      = LinearMap.ker (Fintype.linearCombination ℝ fun a => horizontal u (d a)) := by
    ext v
    rw [LinearMap.mem_ker, LinearMap.mem_ker, Matrix.mulVecLin_apply,
      Fintype.linearCombination_apply]
    exact mulVec_eq_zero_iff hu d v
  -- equal kernels give equal ranks
  have h1 := LinearMap.finrank_range_add_finrank_ker (quantumMetric u d).mulVecLin
  have h2 := LinearMap.finrank_range_add_finrank_ker
    (Fintype.linearCombination ℝ fun a => horizontal u (d a))
  rw [hker] at h1
  rw [← Fintype.range_linearCombination]
  unfold Matrix.rank
  omega
```

Here `finrank ℝ` is the real dimension, and `Fintype.linearCombination` is the map $L$. The equality of kernels is `hker`; `h1` and `h2` are the two rank–nullity equations, and `omega` solves them for the rank. This formula holds in a state space of any dimension, since only finitely many vectors are involved.

## Directions orthogonal to a normalised state

The unit vector $u$ spans one complex dimension, so its orthogonal complement has complex dimension $n-1$. Each complex dimension is two real ones, which gives $2(n-1)=2n-2$.

```lean
/-- In an `n`-dimensional state space, the vectors orthogonal to a normalised state form a space
of real dimension `2n - 2`. -/
theorem finrank_orthogonal [FiniteDimensional ℂ E] {u : E} (hu : ‖u‖ = 1) :
    finrank ℝ ((Submodule.span ℂ {u}).orthogonal.restrictScalars ℝ) + 2
      = 2 * finrank ℂ E := by
  have hu0 : u ≠ 0 := by
    rintro rfl
    simp at hu
  have h1 : finrank ℝ ((Submodule.span ℂ {u}).orthogonal.restrictScalars ℝ)
      = 2 * finrank ℂ (Submodule.span ℂ {u}).orthogonal :=
    finrank_real_of_complex (Submodule.span ℂ {u}).orthogonal
  have h2 := Submodule.finrank_add_finrank_orthogonal (Submodule.span ℂ {u})
  rw [finrank_span_singleton hu0] at h2
  omega
```

The number $n$ is `finrank ℂ E`, and `restrictScalars ℝ` regards the complement as a real vector space. The equation is written with $+2$ on the left because subtraction of natural numbers in Lean stops at zero.

## The rank bound

Every $h_a$ is orthogonal to $u$, so the real span of the $h_a$ lies inside the complement just counted. Therefore

$$\mathrm{rank}\,g=\dim_{\mathbb R}\mathrm{span}_{\mathbb R}\{h_a\}\le 2n-2 .$$

```lean
/-- Rank bound: for a normalised state in an `n`-dimensional state space, the quantum metric has
rank at most `2n - 2`, whatever the number of parameters. -/
theorem rank_add_two_le [FiniteDimensional ℂ E] {u : E} (hu : ‖u‖ = 1) (d : ι → E) :
    (quantumMetric u d).rank + 2 ≤ 2 * finrank ℂ E := by
  have hle : Submodule.span ℝ (Set.range fun a => horizontal u (d a))
      ≤ (Submodule.span ℂ {u}).orthogonal.restrictScalars ℝ := by
    rw [Submodule.span_le]
    rintro _ ⟨a, rfl⟩
    refine Submodule.mem_orthogonal_singleton_iff_inner_right.2 ?_
    change (inner ℂ u (d a - (inner ℂ u (d a) : ℂ) • u) : ℂ) = 0
    rw [inner_sub_right, inner_smul_right, inner_self_unit hu, mul_one, sub_self]
  have h1 := Submodule.finrank_mono hle
  have h2 := finrank_orthogonal hu
  rw [rank_eq_finrank_span hu]
  omega
```

The inclusion is `hle`, checked on each generator by computing $\langle u,h_a\rangle=0$. The rest combines the monotonicity of dimension with the two preceding results. For $n=1$ the bound says that the metric vanishes, as it should when the state can change only by a factor.

In variational calculations that solve linear systems with this metric, the bound shows that a single pure state in a finite-dimensional space gives a singular matrix as soon as there are more than $2n-2$ real parameters.

## Derivatives that attain the bound

Let $n=m+1$ and take a real basis of the orthogonal complement of $u$ as the derivatives. There are $2m$ of them. Each satisfies $\langle u,d_a\rangle=0$, so $h_a=d_a$. They are linearly independent over the reals, and the rank formula gives $\mathrm{rank}\,g=2m=2n-2$.

```lean
/-- The bound is sharp: at every normalised state of an `(m+1)`-dimensional state space there are
`2m` derivatives, all orthogonal to the state, whose quantum metric has full rank `2m`. -/
theorem rank_bound_sharp [FiniteDimensional ℂ E] {m : ℕ} (hE : finrank ℂ E = m + 1)
    {u : E} (hu : ‖u‖ = 1) :
    ∃ d : Fin (2 * m) → E, (∀ a, (inner ℂ u (d a) : ℂ) = 0) ∧
      (quantumMetric u d).rank = 2 * m := by
  let K := (Submodule.span ℂ {u}).orthogonal.restrictScalars ℝ
  have hK : finrank ℝ K = 2 * m := by
    have h : finrank ℝ K + 2 = 2 * finrank ℂ E := finrank_orthogonal hu
    omega
  -- take a real basis of the orthogonal complement as the derivatives
  let b := Module.finBasisOfFinrankEq ℝ K hK
  have horth : ∀ a, (inner ℂ u (b a : E) : ℂ) = 0 := fun a =>
    Submodule.mem_orthogonal_singleton_iff_inner_right.1 (b a).2
  have hli : LinearIndependent ℝ (K.subtype ∘ b) :=
    b.linearIndependent.map' K.subtype K.ker_subtype
  refine ⟨fun a => (b a : E), horth, ?_⟩
  have hw : (fun a => horizontal u (b a : E)) = K.subtype ∘ b := by
    funext a
    rw [horizontal, horth a, zero_smul, sub_zero]
    rfl
  rw [rank_eq_finrank_span hu, hw, finrank_span_eq_card hli, Fintype.card_fin]
```

The space `K` is the complement and `b` its real basis. The statement `hli` carries the independence of the basis over to `E`, and `hw` says that the horizontal parts are the basis vectors themselves. For $m=0$ the family is empty and the rank is zero. The theorem supplies vectors; a family of states with these derivatives at $\lambda=0$ is obtained by normalising $u+\sum_a\lambda_a d_a$, a short calculation left to the reader.

## Two bands and at least three parameters

For $n=2$ the rank is at most 2. If $\det g\neq0$, the rank would equal $p\ge3$, a contradiction. So $\det g=0$, and there is a real $v\neq0$ with $gv=0$. By the description of null vectors, $\sum_a v_a d_a=cu$ for some complex $c$.

```lean
/-- For a normalised two-band state with three or more parameters, the quantum metric is singular,
and along some nonzero parameter direction the derivative of the state is a complex multiple of the
state. -/
theorem two_band_singular [DecidableEq ι] {u : EuclideanSpace ℂ (Fin 2)} (hu : ‖u‖ = 1)
    (d : ι → EuclideanSpace ℂ (Fin 2)) (hp : 3 ≤ Fintype.card ι) :
    (quantumMetric u d).det = 0 ∧
      ∃ v : ι → ℝ, v ≠ 0 ∧ ∃ c : ℂ, ∑ a, (v a : ℂ) • d a = c • u := by
  have hdet : (quantumMetric u d).det = 0 := by
    by_contra h
    -- an invertible metric would have rank at least three
    have h1 := Matrix.rank_of_isUnit (quantumMetric u d)
      ((Matrix.isUnit_iff_isUnit_det _).2 (isUnit_iff_ne_zero.2 h))
    have h2 := rank_add_two_le hu d
    rw [finrank_euclideanSpace_fin] at h2
    omega
  obtain ⟨v, hv, hv0⟩ := Matrix.exists_mulVec_eq_zero_iff.2 hdet
  exact ⟨hdet, v, hv, (null_direction_iff hu d v).1 hv0⟩

end

end QuantumMetricRank
```

The space `EuclideanSpace ℂ (Fin 2)` is $\mathbb C^2$ with its usual inner product, and `hp` says that there are at least three parameters. The proof of `hdet` is the argument by contradiction, and `Matrix.exists_mulVec_eq_zero_iff` turns the vanishing determinant into a nonzero null vector.

In a non-interacting model of a three-dimensional crystal with a $2\times2$ Bloch Hamiltonian in an orthonormal basis, the metric computed from either normalised eigenvector is thus singular at every momentum where the two bands are separated and the Hamiltonian is smooth. A metric computed from the full cell-periodic functions also contains the change of the basis functions with momentum, and the bound for $n=2$ does not apply to it. The null direction may vary from one momentum to another, since the theorem treats each point separately.

```lean
#print axioms QuantumMetricRank.rank_add_two_le
#print axioms QuantumMetricRank.rank_bound_sharp
#print axioms QuantumMetricRank.two_band_singular
```

```
'QuantumMetricRank.rank_add_two_le' depends on axioms: [propext, Classical.choice, Quot.sound]
'QuantumMetricRank.rank_bound_sharp' depends on axioms: [propext, Classical.choice, Quot.sound]
'QuantumMetricRank.two_band_singular' depends on axioms: [propext, Classical.choice, Quot.sound]
```
